# The radial momentum integral of a Euclidean propagator power in terms of Gamma functions

For real `s`, `n` and `D` with 0 < s < n and D > 0, the theorem `gamma_mul_radial_lintegral` states that Γ(n) times the integral of x^(s−1)/(x+D)^n over x > 0 equals Γ(s)Γ(n−s)/D^(n−s). When d = 2s is a positive integer, x can be read as the squared Euclidean momentum k² in d dimensions. The integral over x is then twice the radial integral of k^(d−1)/(k²+D)^n over k > 0, because dx = 2k dk. Both sides are written as extended non-negative reals. The proof uses the Schwinger formula to write Γ(n)/(x+D)^n as an integral over a parameter t, exchanges the order of the x and t integrations, and then applies the same formula to each integral in turn.

The first attempt, which Lean rejects:

```lean
import Mathlib

open MeasureTheory Set

namespace GammaMulRadialLintegral

/-- Schwinger parametrization: for positive `p` and `r`, integrating `t^(p-1) exp(-r t)` over
the positive parameter `t` gives `Γ(p) / r^p`. -/
theorem schwinger_lintegral {p r : ℝ} (hp : 0 < p) (hr : 0 < r) :
    ∫⁻ t in Ioi (0 : ℝ), ENNReal.ofReal (t ^ (p - 1) * Real.exp (-(r * t)))
      = ENNReal.ofReal (Real.Gamma p / r ^ p) := by
  have h := Real.integral_rpow_mul_exp_neg_mul_Ioi hp hr
  have hv : (1 / r) ^ p * Real.Gamma p = Real.Gamma p / r ^ p := by
    rw [Real.div_rpow zero_le_one hr.le, Real.one_rpow]
    ring
  rw [hv] at h
  have hpos : 0 < Real.Gamma p / r ^ p :=
    div_pos (Real.Gamma_pos_of_pos hp) (Real.rpow_pos_of_pos hr p)
  -- a nonzero integral can only come from an integrable function
  have hi : IntegrableOn (fun t : ℝ => t ^ (p - 1) * Real.exp (-(r * t))) (Ioi 0) := by
    by_contra hn
    rw [integral_undef hn] at h
    exact hpos.ne h
  rw [← h]
  refine (ofReal_integral_eq_lintegral_ofReal hi ?_).symm
  filter_upwards [ae_restrict_mem measurableSet_Ioi] with t ht
  have ht' : (0 : ℝ) < t := ht
  show (0 : ℝ) ≤ t ^ (p - 1) * Real.exp (-(r * t))
  positivity

/-- For `0 < s < n` and `D > 0`, exchanging the momentum and Schwinger integrations turns
`Γ(n)` times the radial integral into a product of two Gamma functions and a power of `D`. -/
theorem gamma_mul_radial_lintegral {s n D : ℝ} (hs : 0 < s) (hsn : s < n) (hD : 0 < D) :
    ENNReal.ofReal (Real.Gamma n) *
        ∫⁻ x in Ioi (0 : ℝ), ENNReal.ofReal (x ^ (s - 1) / (x + D) ^ n)
      = ENNReal.ofReal (Real.Gamma s * (Real.Gamma (n - s) / D ^ (n - s))) := by
  have hn : 0 < n := hs.trans hsn
  have hGn := Real.Gamma_pos_of_pos hn
  have hGs := Real.Gamma_pos_of_pos hs
  have hm : Measurable (fun q : ℝ × ℝ => ENNReal.ofReal
      (q.1 ^ (s - 1) * (q.2 ^ (n - 1) * Real.exp (-((q.1 + D) * q.2))))) := by fun_prop
  calc
    _ = ∫⁻ x in Ioi (0 : ℝ), ∫⁻ t in Ioi (0 : ℝ), ENNReal.ofReal
          (x ^ (s - 1) * (t ^ (n - 1) * Real.exp (-((x + D) * t)))) := by
        rw [← lintegral_const_mul' _ _ ENNReal.ofReal_ne_top]
        refine setLIntegral_congr_fun measurableSet_Ioi fun x hx => ?_
        have hx' : (0 : ℝ) < x := hx
        have e : ∀ t : ℝ, ENNReal.ofReal
            (x ^ (s - 1) * (t ^ (n - 1) * Real.exp (-((x + D) * t))))
            = ENNReal.ofReal (x ^ (s - 1)) *
              ENNReal.ofReal (t ^ (n - 1) * Real.exp (-((x + D) * t))) :=
          fun t => ENNReal.ofReal_mul (by positivity)
        simp only [e]
        rw [lintegral_const_mul' _ _ ENNReal.ofReal_ne_top,
          schwinger_lintegral hn (by positivity : 0 < x + D),
          ← ENNReal.ofReal_mul (by positivity), ← ENNReal.ofReal_mul hGn.le]
        congr 1
        ring
    _ = ∫⁻ t in Ioi (0 : ℝ), ∫⁻ x in Ioi (0 : ℝ), ENNReal.ofReal
          (x ^ (s - 1) * (t ^ (n - 1) * Real.exp (-((x + D) * t)))) :=
        lintegral_lintegral_swap hm.aemeasurable
    _ = ∫⁻ t in Ioi (0 : ℝ), ENNReal.ofReal (Real.Gamma s) *
          ENNReal.ofReal (t ^ (n - s - 1) * Real.exp (-(D * t))) := by
        refine setLIntegral_congr_fun measurableSet_Ioi fun t ht => ?_
        have ht' : (0 : ℝ) < t := ht
        have e : ∀ x : ℝ, ENNReal.ofReal
            (x ^ (s - 1) * (t ^ (n - 1) * Real.exp (-((x + D) * t))))
            = ENNReal.ofReal (t ^ (n - 1) * Real.exp (-(D * t))) *
              ENNReal.ofReal (x ^ (s - 1) * Real.exp (-(t * x))) := by
          intro x
          rw [← ENNReal.ofReal_mul (by positivity),
            show -((x + D) * t) = -(D * t) + -(t * x) by ring, Real.exp_add]
          congr 1
          ring
        have hp : t ^ (n - s - 1) = t ^ (n - 1) / t ^ s := by
          rw [← Real.rpow_sub ht']
          congr 1
          ring
        simp only [e]
        rw [lintegral_const_mul' _ _ ENNReal.ofReal_ne_top, schwinger_lintegral hs ht',
          ← ENNReal.ofReal_mul (by positivity), ← ENNReal.ofReal_mul hGs.le, hp]
        congr 1
        ring
    _ = _ := by
        rw [lintegral_const_mul' _ _ ENNReal.ofReal_ne_top,
          schwinger_lintegral (sub_pos.2 hsn) hD, ← ENNReal.ofReal_mul hGs.le]

end GammaMulRadialLintegral
```

Messages:

```
Main.lean:56:48: error: Tactic `rewrite` failed: Did not find an occurrence of the pattern
  ENNReal.ofReal (Real.Gamma n) * ENNReal.ofReal ?m.570
in the target expression
  ENNReal.ofReal (Real.Gamma n * (x ^ (s - 1) / (x + D) ^ n)) =
    ENNReal.ofReal (x ^ (s - 1)) * ENNReal.ofReal (Real.Gamma n / (x + D) ^ n)

s n D : ℝ
hs : 0 < s
hsn : s < n
hD : 0 < D
hn : 0 < n
hGn : 0 < Real.Gamma n
hGs : 0 < Real.Gamma s
hm : Measurable fun q => ENNReal.ofReal (q.1 ^ (s - 1) * (q.2 ^ (n - 1) * Real.exp (-((q.1 + D) * q.2))))
x : ℝ
hx : x ∈ Ioi 0
hx' : 0 < x
e :
  ∀ (t : ℝ),
    ENNReal.ofReal (x ^ (s - 1) * (t ^ (n - 1) * Real.exp (-((x + D) * t)))) =
      ENNReal.ofReal (x ^ (s - 1)) * ENNReal.ofReal (t ^ (n - 1) * Real.exp (-((x + D) * t)))
⊢ ENNReal.ofReal (Real.Gamma n * (x ^ (s - 1) / (x + D) ^ n)) =
    ENNReal.ofReal (x ^ (s - 1)) * ENNReal.ofReal (Real.Gamma n / (x + D) ^ n)
```

The mended proof, as a diff:

```diff
@@ -54,5 +54,6 @@
         rw [lintegral_const_mul' _ _ ENNReal.ofReal_ne_top,
           schwinger_lintegral hn (by positivity : 0 < x + D),
-          ← ENNReal.ofReal_mul (by positivity), ← ENNReal.ofReal_mul hGn.le]
+          ← ENNReal.ofReal_mul hGn.le,
+          ← ENNReal.ofReal_mul (by positivity : (0 : ℝ) ≤ x ^ (s - 1))]
         congr 1
         ring
```

Cause. The error is in the first step of the `calc` block, after the Schwinger formula has been applied. At that point each side of the goal is a product of two `ENNReal.ofReal` terms, and each product has to be merged into one.

The first `← ENNReal.ofReal_mul (by positivity)` was free to match either product, since nothing in it fixes the first factor. It took the one on the left, whose first factor is `ENNReal.ofReal (Real.Gamma n)`. The next rewrite, with `hGn.le`, looks for a product beginning with exactly that factor, but it had just been merged away. The goal in the message shows this, with the left side already a single `ENNReal.ofReal` and the right side still a product.

The repair puts the rewrite with `hGn.le` first, so that it merges the left side. The second rewrite now carries the type `(0 : ℝ) ≤ x ^ (s - 1)`, which names the first factor on the right, and so it merges that side. What remains is an equality of two `ENNReal.ofReal` terms, which `congr 1` reduces to an identity of real numbers that `ring` proves.
